# At positive temperature, magnetization 1 never minimizes the free energy of a single spin in a field

The theorem concerns a single two-state spin with magnetization $x\in[-1,1]$ in a real field $h$, with free energy $-hx-TS(x)$. Here $S(x)$ is the entropy of the probabilities $(1\pm x)/2$, taken with the natural logarithm and without a Boltzmann constant, and there is no interaction term. For every $T>0$ and every $h$, it states that some $x\in[-1,1]$ has strictly lower free energy than $x=1$. The attempt gives the opposite spin probability $\varepsilon=e^{-(2|h|+1)/T}$, so that $x=1-2\varepsilon$, and shows that the entropy gained outweighs any cost in field energy.

The first attempt, which Lean rejects:

```lean
import Mathlib

open Finset

namespace IsingMeanField

noncomputable section

/-- Entropy of a single spin with magnetization `x`. -/
def siteEntropy (x : ℝ) : ℝ :=
  Real.negMulLog ((1 + x) / 2) + Real.negMulLog ((1 - x) / 2)

/-- At positive temperature, in any field `h`, magnetization `1` does not minimize the free energy
of a single spin. -/
theorem polarized_not_optimal {T : ℝ} (hT : 0 < T) (h : ℝ) :
    ∃ x ∈ Set.Icc (-1 : ℝ) 1, -h * x - T * siteEntropy x < -h * 1 - T * siteEntropy 1 := by
  -- admix the opposite spin with an exponentially small probability
  obtain ⟨ε, h0, h1, hl⟩ : ∃ ε : ℝ, 0 < ε ∧ ε < 1 ∧ T * Real.log ε = -(2 * |h| + 1) := by
    refine ⟨Real.exp (-(2 * |h| + 1) / T), Real.exp_pos _, ?_, ?_⟩
    · exact Real.exp_lt_one
        (div_neg_of_neg_of_pos (by have := abs_nonneg h; linarith) hT)
    · rw [Real.log_exp]
      field_simp
  refine ⟨1 - 2 * ε, ⟨by linarith, by linarith⟩, ?_⟩
  have hS1 : siteEntropy 1 = 0 := by norm_num [siteEntropy]
  have hS : siteEntropy (1 - 2 * ε) = Real.negMulLog (1 - ε) + -ε * Real.log ε := by
    rw [siteEntropy, show (1 + (1 - 2 * ε)) / 2 = 1 - ε by ring,
      show (1 - (1 - 2 * ε)) / 2 = ε by ring, Real.negMulLog, Real.negMulLog]
  have hpos : 0 ≤ T * Real.negMulLog (1 - ε) :=
    mul_nonneg hT.le (Real.negMulLog_nonneg (by linarith) (by linarith))
  have hh : ε * h ≤ ε * |h| := mul_le_mul_of_nonneg_left (le_abs_self h) h0.le
  have he : T * (-ε * Real.log ε) = ε * (2 * |h| + 1) := by linear_combination -ε * hl
  rw [hS, hS1, mul_add, he]
  linarith

end

end IsingMeanField
```

Messages:

```
Main.lean:20:12: error(lean.unknownIdentifier): Unknown constant `Real.exp_lt_one`
```

Cause. The message means that Lean found no declaration called `Real.exp_lt_one` in the imported Mathlib. The name was used to prove `ε < 1`, which at that point reads `Real.exp (-(2 * |h| + 1) / T) < 1`. The attempt treated it as a lemma that turns a proof that the exponent is negative into this bound.

The repair uses `Real.exp_lt_one_iff`, which states that `Real.exp x < 1` holds if and only if `x < 0`. Since this is an equivalence and not an implication, `.mpr` is needed to select the direction from `x < 0` to `Real.exp x < 1`. The proof that the exponent is negative, built with `div_neg_of_neg_of_pos`, is what that direction requires, and it stays as it was.

The other change only rewords a comment and has no effect on compilation. The new wording is more accurate, because $\varepsilon$ is not small when $T$ is large compared with $2|h|+1$.

As a diff, the version that Lean accepts:

```diff
@@ -15,8 +15,8 @@
 theorem polarized_not_optimal {T : ℝ} (hT : 0 < T) (h : ℝ) :
     ∃ x ∈ Set.Icc (-1 : ℝ) 1, -h * x - T * siteEntropy x < -h * 1 - T * siteEntropy 1 := by
-  -- admix the opposite spin with an exponentially small probability
+  -- admix the opposite spin with probability `exp (-(2 * |h| + 1) / T)`
   obtain ⟨ε, h0, h1, hl⟩ : ∃ ε : ℝ, 0 < ε ∧ ε < 1 ∧ T * Real.log ε = -(2 * |h| + 1) := by
     refine ⟨Real.exp (-(2 * |h| + 1) / T), Real.exp_pos _, ?_, ?_⟩
-    · exact Real.exp_lt_one
+    · exact Real.exp_lt_one_iff.mpr
         (div_neg_of_neg_of_pos (by have := abs_nonneg h; linarith) hT)
     · rw [Real.log_exp]
```
